# Normalising two real states multiplies their density ratio in a shared nonzero component by the inverse ratio of their squared norms

The theorem `ratio_renormalize` compares two states, u and v, given by finitely many real coefficients and not assumed normalised, whose coefficients in component i are both nonzero. The density in that component is the squared coefficient, uᵢ² or vᵢ², and the squared norm N is the plain sum of squared coefficients, with no overlap matrix. Dividing each vector by its norm turns these densities into uᵢ²/N(u) and vᵢ²/N(v), and the theorem says that their ratio is (uᵢ²/vᵢ²) · (N(v)/N(u)). The attempt takes the normalised densities from `renormalize_spec`, rearranges the fractions with `rw`, and then calls `ring` to finish.

As first written in Lean, the proof fails:

```lean
import Mathlib

open Matrix

namespace RatioRenormalize

noncomputable section

variable {ι : Type*} [Fintype ι]

/-- The plain squared norm of a real coefficient vector, without any overlap operator. -/
def plainNormSq (v : ι → ℝ) : ℝ := v ⬝ᵥ v

/-- A nonzero coefficient vector divided by its plain norm. -/
def renormalize (v : ι → ℝ) : ι → ℝ := (√(plainNormSq v))⁻¹ • v

/-- The density of a state in component `i`: the square of its real coefficient. -/
def density (i : ι) (v : ι → ℝ) : ℝ := v i ^ 2

/-- A nonzero state has positive plain squared norm. -/
theorem plainNormSq_pos {v : ι → ℝ} (hv : v ≠ 0) : 0 < plainNormSq v := by
  obtain ⟨i, hi⟩ := Function.ne_iff.mp hv
  unfold plainNormSq dotProduct
  exact Finset.sum_pos' (fun j _ => mul_self_nonneg (v j))
    ⟨i, Finset.mem_univ i, mul_self_pos.mpr hi⟩

/-- Renormalizing a nonzero state gives unit plain norm and divides the density in every
component by the plain squared norm. -/
theorem renormalize_spec {v : ι → ℝ} (hv : v ≠ 0) :
    plainNormSq (renormalize v) = 1 ∧
      ∀ i, density i (renormalize v) = density i v / plainNormSq v := by
  have hN := plainNormSq_pos hv
  have hs : (√(plainNormSq v))⁻¹ * (√(plainNormSq v))⁻¹ = (plainNormSq v)⁻¹ := by
    rw [← mul_inv, Real.mul_self_sqrt hN.le]
  constructor
  · have h : plainNormSq (renormalize v)
        = (√(plainNormSq v))⁻¹ * (√(plainNormSq v))⁻¹ * plainNormSq v := by
      change ((√(plainNormSq v))⁻¹ • v) ⬝ᵥ ((√(plainNormSq v))⁻¹ • v) = _ * (v ⬝ᵥ v)
      rw [smul_dotProduct, dotProduct_smul, smul_eq_mul, smul_eq_mul, mul_assoc]
    rw [h, hs, inv_mul_cancel₀ hN.ne']
  · intro i
    change ((√(plainNormSq v))⁻¹ * v i) ^ 2 = v i ^ 2 / plainNormSq v
    rw [mul_pow, pow_two (√(plainNormSq v))⁻¹, hs, div_eq_mul_inv, mul_comm]

/-- For two states with nonzero coefficients in component `i`, renormalization multiplies
their density ratio there by the inverse ratio of their plain squared norms. -/
theorem ratio_renormalize {u v : ι → ℝ} {i : ι} (hu : u i ≠ 0) (hv : v i ≠ 0) :
    density i (renormalize u) / density i (renormalize v)
      = density i u / density i v * (plainNormSq v / plainNormSq u) := by
  have hu' : u ≠ 0 := fun h => hu (by rw [h]; rfl)
  have hv' : v ≠ 0 := fun h => hv (by rw [h]; rfl)
  rw [(renormalize_spec hu').2, (renormalize_spec hv').2, div_div_div_eq,
    div_mul_div_comm, mul_comm (plainNormSq u)]
  ring

end

end RatioRenormalize
```

Compiling this gives:

```
Main.lean:54:2: error: No goals to be solved
```

Lean accepts the file once it reads:

```diff
@@ -52,5 +52,4 @@
   rw [(renormalize_spec hu').2, (renormalize_spec hv').2, div_div_div_eq,
     div_mul_div_comm, mul_comm (plainNormSq u)]
-  ring
 
 end
```

What went wrong. The message "No goals to be solved" points to the final `ring`: when Lean reaches it, the proof is already complete.

After the normalised densities are substituted, `div_div_div_eq` turns the left side into uᵢ² · N(v) / (N(u) · vᵢ²), and `div_mul_div_comm` turns the right side into uᵢ² · N(v) / (vᵢ² · N(u)). The two now differ only in the order of the factors in the denominator. The last rewrite, `mul_comm (plainNormSq u)`, swaps those factors on the left, so both sides become the same expression. After its last rewrite, `rw` tries to close the goal by `rfl`, and here it succeeds. That leaves `ring` nothing to prove, and calling it is an error.

The diff deletes the `ring` line, so the proof ends with the `rw` that completes it. The statement and the rewrites are unchanged.
